# Real eigenspaces of a real matrix K have even dimension when a commuting real matrix R has no real eigenvector

## Displacements, modes and the symmetry operation

A displacement is a real vector $x$ with one component for each element of a finite index set `n`, which has $N$ elements, so $x\in\mathbb{R}^N$. Matrices act on column vectors, written `K *ᵥ x` for $Kx$, and components are counted from $0$.

```lean
import Mathlib

open Matrix Module

namespace EvenMultiplets

noncomputable section

variable {n : Type*} [Fintype n]
```

Let $K$ be a real $N\times N$ matrix. In the harmonic approximation with mass-weighted coordinates the equations of motion are $\ddot x=-Kx$, and the ansatz $x\cos\omega t$ with angular frequency $\omega$ gives $Kx=\mu x$ with $\mu=\omega^2$. For each real $\mu$ the modes are
$$E_\mu=\{x : Kx=\mu x\},$$
a subspace because $K$ is linear. Its dimension, `finrank ℝ`, is the degeneracy of the level, and it is $0$ when $\mu$ is not an eigenvalue. The matrix $K$ is not required to be symmetric. For a non-symmetric $K$ the dimension counts independent eigenvectors, and complex eigenvalues are not considered.

```lean
/-- The real displacement vectors `x` with `K x = μ x`: the eigenspace of the
force-constant matrix `K` for the value `μ`. -/
def modes (K : Matrix n n ℝ) (μ : ℝ) : Submodule ℝ (n → ℝ) where
  carrier := {x | K *ᵥ x = μ • x}
  add_mem' := by
    intro a b ha hb
    simp only [Set.mem_ofPred_eq] at *
    rw [mulVec_add, ha, hb, smul_add]
  zero_mem' := by simp
  smul_mem' := by
    intro c x hx
    simp only [Set.mem_ofPred_eq] at *
    rw [mulVec_smul, hx]
    exact smul_comm _ _ _
```

Let $R$ be a second real $N\times N$ matrix, the action of a symmetry operation on displacements, and $W$ a subspace. We say that $R$ has no real eigenvector in $W$ if $Rx=cx$ with $c$ real and $x\in W$ forces $x=0$. Physically, no displacement pattern in $W$ is carried into itself, into its negative, or into any other real multiple of itself. With $W$ the whole space, written `⊤`, the condition says that $R$ has no real eigenvalue.

```lean
/-- The operation `R` has no real eigenvector in the subspace `W`: only the zero vector
of `W` is mapped to a real multiple of itself. -/
def NoRealEigenvector (R : Matrix n n ℝ) (W : Submodule ℝ (n → ℝ)) : Prop :=
  ∀ (c : ℝ), ∀ x ∈ W, R *ᵥ x = c • x → x = 0
```

A rotation of a plane through an angle $\theta$ has trace $2\cos\theta$ and determinant $1$, so it satisfies $R^2-2\cos\theta\,R+1=0$. For an arbitrary $R$, the displacements on which this relation holds form the rotation sector
$$S_\theta=\{x : R^2x+x=2\cos\theta\,Rx\}.$$
Only $\cos\theta$ enters, so $\theta$ and $-\theta$ give the same sector.

```lean
/-- The displacements with `R² x + x = 2 cos θ · R x`, the relation obeyed by a planar
rotation through the angle `θ`. -/
def rotationSector (R : Matrix n n ℝ) (θ : ℝ) : Submodule ℝ (n → ℝ) where
  carrier := {x | R *ᵥ (R *ᵥ x) + x = (2 * Real.cos θ) • (R *ᵥ x)}
  add_mem' := by
    intro a b ha hb
    simp only [Set.mem_ofPred_eq] at *
    simp only [mulVec_add, smul_add]
    rw [← ha, ← hb]
    abel
  zero_mem' := by simp
  smul_mem' := by
    intro c x hx
    simp only [Set.mem_ofPred_eq] at *
    simp only [mulVec_smul]
    rw [← smul_add, hx]
    exact smul_comm _ _ _
```

The link between $K$ and $R$ is the hypothesis $KR=RK$, which the degeneracy theorems assume and do not derive from a geometry. For symmetric $K$ and orthogonal $R$ it expresses that the potential energy $\tfrac12 x^{\mathsf T}Kx$ is unchanged under $x\mapsto Rx$; orthogonality of $R$ is itself never used.

## Real polynomials without real roots

Let $p$ be a nonzero real polynomial with no real root, and factor it into a constant and irreducible real factors. An irreducible real polynomial has degree $1$ or $2$. A factor $at+b$ in the variable $t$, with $a\ne0$, vanishes at $t=-b/a$, which would be a root of $p$. Every factor therefore has degree $2$, and since degrees add under multiplication, $\deg p$ is even.

```lean
/-- A real polynomial without real roots has even degree. -/
theorem even_natDegree_of_no_root (p : Polynomial ℝ) :
    (∀ c, ¬ p.IsRoot c) → Even p.natDegree := by
  refine WfDvdMonoid.induction_on_irreducible p ?_ ?_ ?_
  · intro _
    simp
  · intro u hu _
    rw [Polynomial.natDegree_eq_zero_of_isUnit hu]
    exact ⟨0, rfl⟩
  · intro a q ha hq ih h
    have hea : Even a.natDegree := ih fun c hc => h c (Polynomial.root_mul.2 (Or.inr hc))
    -- an irreducible real factor has degree 1 or 2, and degree 1 would give a root
    have h2 : q.natDegree ≤ 2 := hq.natDegree_le_two
    have h0 : 0 < q.natDegree := hq.natDegree_pos
    have h1 : q.natDegree ≠ 1 := by
      intro h1
      have hd : q.degree = 1 := by
        rw [Polynomial.degree_eq_natDegree hq.ne_zero, h1]
        rfl
      obtain ⟨c, hc⟩ := Polynomial.exists_root_of_degree_eq_one hd
      exact h c (Polynomial.root_mul.2 (Or.inl hc))
    have hq2 : q.natDegree = 2 := by omega
    rw [Polynomial.natDegree_mul hq.ne_zero ha, hq2]
    exact even_two.add hea
```

The induction `WfDvdMonoid.induction_on_irreducible` removes one factor at a time. Its first two cases are the zero polynomial, whose `natDegree` is $0$ by convention, and the nonzero constants. In the third case the polynomial is `q * a` with `q` irreducible. A root of `a` is a root of the product, so the induction hypothesis gives `hea`. The bounds `h0` and `h2` leave degrees $1$ and $2$ for `q`, where `h2` is Mathlib's theorem on irreducible real polynomials, and `h1` excludes degree $1$.

## Invariant subspaces without real eigenvectors

Suppose $R$ maps $W$ into itself and has no real eigenvector in $W$. Then $R$ restricts to a linear map $f:W\to W$, whose characteristic polynomial $\chi_f(t)=\det(t-f)$ has degree $\dim W$. If $\chi_f(c)=0$ for a real $c$, then $c-f$ is singular and some nonzero $v\in W$ has $Rv=cv$, which the hypothesis excludes. So $\chi_f$ has no real root, and $\dim W$ is even.

```lean
/-- A subspace that `R` maps into itself and in which `R` has no real eigenvector has
even dimension. -/
theorem even_finrank_of_invariant (R : Matrix n n ℝ) (W : Submodule ℝ (n → ℝ))
    (hW : ∀ x ∈ W, R *ᵥ x ∈ W) (hR : NoRealEigenvector R W) : Even (finrank ℝ W) := by
  have hW' : ∀ x ∈ W, R.mulVecLin x ∈ W := hW
  let f : Module.End ℝ W := R.mulVecLin.restrict hW'
  -- a root of the characteristic polynomial of `R` on `W` would give an eigenvector
  have hroot : ∀ c, ¬ (LinearMap.charpoly f).IsRoot c := by
    intro c hc
    obtain ⟨v, hv⟩ :=
      ((Module.End.hasEigenvalue_iff_isRoot_charpoly f c).2 hc).exists_hasEigenvector
    have h1 : R *ᵥ (v : n → ℝ) = c • (v : n → ℝ) := congrArg Subtype.val hv.apply_eq_smul
    exact hv.2 (Subtype.ext (hR c v v.2 h1))
  have h := even_natDegree_of_no_root _ hroot
  rwa [LinearMap.charpoly_natDegree] at h
```

Here `f` is the restriction, `hroot` turns a root into an eigenvector `v` and contradicts `hR`, and `LinearMap.charpoly_natDegree` identifies the degree with the dimension. The hypothesis `hW` is what allows the restriction to be formed.

## Commutation preserves each level

If $Kx=\mu x$, then
$$K(Rx)=(KR)x=(RK)x=R(\mu x)=\mu\,Rx,$$
so $R$ maps $E_\mu$ into itself. The rewrites in the last line of the code follow this chain from left to right.

```lean
/-- An operation `R` that commutes with `K` maps each eigenspace of `K` into itself. -/
theorem modes_invariant {K R : Matrix n n ℝ} (hKR : K * R = R * K) (μ : ℝ) :
    ∀ x ∈ modes K μ, R *ᵥ x ∈ modes K μ := by
  intro x hx
  have hx' : K *ᵥ x = μ • x := hx
  show K *ᵥ (R *ᵥ x) = μ • (R *ᵥ x)
  rw [mulVec_mulVec, hKR, ← mulVec_mulVec, hx', mulVec_smul]
```

## Even degeneracy in a subspace and in the whole space

Let $W$ be invariant under $R$ and free of real eigenvectors of $R$. For $x\in W\cap E_\mu$, the image $Rx$ lies in $W$ by assumption and in $E_\mu$ by commutation. A real eigenvector of $R$ in $W\cap E_\mu$ would be one in $W$. Both conditions of the dimension argument hold, so $\dim(W\cap E_\mu)$ is even for every real $\mu$. In Lean the intersection is `W ⊓ modes K μ`, and the two anonymous functions supply the two conditions. Invariance of $W$ under $K$ is not assumed.

```lean
/-- If `R` commutes with `K`, maps `W` into itself and has no real eigenvector in `W`,
then the modes of `K` for any real `μ` that lie in `W` form a space of even dimension. -/
theorem even_multiplet_in_subspace {K R : Matrix n n ℝ} (hKR : K * R = R * K)
    (W : Submodule ℝ (n → ℝ)) (hW : ∀ x ∈ W, R *ᵥ x ∈ W) (hR : NoRealEigenvector R W)
    (μ : ℝ) : Even (finrank ℝ ↥(W ⊓ modes K μ)) :=
  even_finrank_of_invariant R _
    (fun x hx => ⟨hW x hx.1, modes_invariant hKR μ x hx.2⟩)
    (fun c x hx h => hR c x hx.1 h)
```

With $W=\mathbb{R}^N$ the statement concerns the full eigenspaces: if $KR=RK$ and $R$ has no real eigenvector at all, then $\dim E_\mu$ is even for every real $\mu$.

```lean
/-- If `R` commutes with `K` and has no real eigenvector at all, every real eigenspace of
`K` has even dimension. -/
theorem even_multiplet {K R : Matrix n n ℝ} (hKR : K * R = R * K)
    (hR : NoRealEigenvector R ⊤) (μ : ℝ) : Even (finrank ℝ (modes K μ)) :=
  even_finrank_of_invariant R _ (modes_invariant hKR μ)
    (fun c x _ h => hR c x Submodule.mem_top h)
```

Even includes zero, so neither theorem says that a given $\mu$ occurs, and neither fixes the degeneracy at two; four or six are equally allowed. For odd $N$ the hypothesis of `even_multiplet` is never met, since the dimension argument applied to $\mathbb{R}^N$ would make $N$ even. It also fails for the full Cartesian displacements of a molecule in three dimensions, where a point operation acts on the uniform translations as a real $3\times3$ matrix, and such a matrix has a real eigenvector. The subspace version is the one that applies there.

## The partner of a mode

The degeneracy can be exhibited directly. Let $x\ne0$ lie in $W\cap E_\mu$. Then $Rx\in E_\mu$. Because $x\neq0$, the pair $x,\,Rx$ is dependent only if $Rx=cx$ for some real $c$, and that would force $x=0$. So $x$ and $Rx$ are independent modes with the same $\mu$.

```lean
/-- If `R` commutes with `K` and has no real eigenvector in `W`, then for a nonzero mode
`x` in `W` the image `R x` is a mode for the same `μ`, linearly independent of `x`. -/
theorem partner_mode {K R : Matrix n n ℝ} (hKR : K * R = R * K)
    (W : Submodule ℝ (n → ℝ)) (hR : NoRealEigenvector R W) (μ : ℝ) (x : n → ℝ)
    (hxW : x ∈ W) (hx : x ∈ modes K μ) (hx0 : x ≠ 0) :
    R *ᵥ x ∈ modes K μ ∧ LinearIndependent ℝ ![x, R *ᵥ x] := by
  refine ⟨modes_invariant hKR μ x hx, (LinearIndependent.pair_iff' hx0).2 ?_⟩
  intro c hc
  exact hx0 (hR c x hxW hc.symm)
```

The criterion for a pair with nonzero first member is `LinearIndependent.pair_iff'`. Invariance of $W$ is not among the hypotheses, and accordingly the conclusion places $Rx$ in $E_\mu$ without placing it in $W$. The two modes are independent but in general not orthogonal.

## Rotation sectors with $\sin\theta\neq0$

Let $x\in S_\theta$ and $Rx=cx$. Then $R^2x=c^2x$, and the defining relation becomes
$$(c^2+1-2c\cos\theta)\,x=0,\qquad c^2+1-2c\cos\theta=(c-\cos\theta)^2+\sin^2\theta .$$
For $\sin\theta\ne0$ the coefficient is positive, so $x=0$. The condition removes the multiples of $\pi$, the angles of the identity and of a half turn, where a planar rotation is $\pm1$ and every vector is an eigenvector.

```lean
/-- For `sin θ ≠ 0` the operation `R` has no real eigenvector in its rotation sector. -/
theorem rotationSector_noRealEigenvector (R : Matrix n n ℝ) {θ : ℝ}
    (hθ : Real.sin θ ≠ 0) : NoRealEigenvector R (rotationSector R θ) := by
  intro c x hx h
  have hx' : R *ᵥ (R *ᵥ x) + x = (2 * Real.cos θ) • (R *ᵥ x) := hx
  rw [h, mulVec_smul, h] at hx'
  have h0 : (c ^ 2 + 1 - 2 * Real.cos θ * c) • x = 0 := by
    linear_combination (norm := module) hx'
  -- the coefficient is `(c - cos θ)² + sin² θ > 0`
  have hs : 0 < Real.sin θ ^ 2 := lt_of_le_of_ne (sq_nonneg _) (pow_ne_zero 2 hθ).symm
  have hpos : 0 < c ^ 2 + 1 - 2 * Real.cos θ * c := by
    nlinarith [Real.sin_sq_add_cos_sq θ, sq_nonneg (c - Real.cos θ)]
  exact (smul_eq_zero.1 h0).resolve_left hpos.ne'
```

The step `h0` collects the coefficient, and `hpos` obtains its sign from $\sin^2\theta+\cos^2\theta=1$, the square $(c-\cos\theta)^2\ge0$ and `hs`.

Applying $R$ to the defining relation gives $R^2(Rx)+Rx=2\cos\theta\,R(Rx)$, so $S_\theta$ is invariant under $R$. The subspace theorem with $W=S_\theta$ then shows that $\dim(S_\theta\cap E_\mu)$ is even for every $R$ that commutes with $K$, with no further condition on $R$.

```lean
/-- If `R` commutes with `K` and `sin θ ≠ 0`, the modes of `K` for any real `μ` in the
rotation sector of angle `θ` form a space of even dimension. -/
theorem even_multiplet_rotationSector {K R : Matrix n n ℝ} (hKR : K * R = R * K) {θ : ℝ}
    (hθ : Real.sin θ ≠ 0) (μ : ℝ) :
    Even (finrank ℝ ↥(rotationSector R θ ⊓ modes K μ)) := by
  refine even_multiplet_in_subspace hKR _ ?_ (rotationSector_noRealEigenvector R hθ) μ
  intro x hx
  have hx' : R *ᵥ (R *ᵥ x) + x = (2 * Real.cos θ) • (R *ᵥ x) := hx
  show R *ᵥ (R *ᵥ (R *ᵥ x)) + R *ᵥ x = (2 * Real.cos θ) • (R *ᵥ (R *ᵥ x))
  rw [← mulVec_add, hx', mulVec_smul]
```

This reaches the paired levels associated with a rotation axis of order three or higher from a single commuting operation. Groups, characters and irreducible representations do not enter, so threefold and fivefold degeneracies are not predicted. The statement carries over to a real one-electron Hamiltonian matrix in a finite orthonormal basis, such as a Hückel or tight-binding matrix, with $\mu$ an orbital energy.

## Two isotropic planar oscillators

Take $N=4$ and $K=\operatorname{diag}(1,1,2,2)$, with stiffness $1$ in the plane of components $0,1$ and stiffness $2$ in the plane of components $2,3$.

```lean
/-- Force constants of two isotropic planar oscillators with stiffness 1 and 2. -/
def twoPlanes : Matrix (Fin 4) (Fin 4) ℝ := !![1, 0, 0, 0; 0, 1, 0, 0; 0, 0, 2, 0; 0, 0, 0, 2]
```

The operation $R$ sends $(x_0,x_1,x_2,x_3)$ to $(-x_1,x_0,-x_3,x_2)$, a quarter turn in each plane.

```lean
/-- A quarter turn in each of the two planes. -/
def quarterTurn : Matrix (Fin 4) (Fin 4) ℝ :=
  !![0, -1, 0, 0; 1, 0, 0, 0; 0, 0, 0, -1; 0, 0, 1, 0]
```

In each plane $K$ is a multiple of the identity, so $K$ and $R$ commute. If $Rx=cx$, the components $(a,b)$ in either plane obey $-b=ca$ and $a=cb$. Then $(1+c^2)a=cb-cb=0$ and likewise $(1+c^2)b=0$, so $a=b=0$; this is `key`, applied once per plane. The unit vectors $(1,0,0,0)$ and $(0,0,1,0)$ are modes for $\mu=1$ and $\mu=2$, so `even_multiplet` applies to a case with nonzero eigenspaces.

```lean
/-- The quarter turn commutes with the two-oscillator matrix and has no real eigenvector,
and the matrix has explicit modes for the values 1 and 2. -/
theorem even_multiplet_witness :
    twoPlanes * quarterTurn = quarterTurn * twoPlanes ∧ NoRealEigenvector quarterTurn ⊤ ∧
      ![1, 0, 0, 0] ∈ modes twoPlanes 1 ∧ ![0, 0, 1, 0] ∈ modes twoPlanes 2 := by
  refine ⟨?_, ?_, ?_, ?_⟩
  · ext i j
    fin_cases i <;> fin_cases j <;>
      simp [twoPlanes, quarterTurn, Matrix.mul_apply, Fin.sum_univ_four]
  · intro c x _ h
    have key : ∀ a b : ℝ, -b = c * a → a = c * b → a = 0 ∧ b = 0 := by
      intro a b h1 h2
      have hc : (1 + c ^ 2) ≠ 0 := by positivity
      have ha : (1 + c ^ 2) * a = 0 := by linear_combination h2 - c * h1
      have hb : (1 + c ^ 2) * b = 0 := by linear_combination (-1) * h1 - c * h2
      exact ⟨(mul_eq_zero.1 ha).resolve_left hc, (mul_eq_zero.1 hb).resolve_left hc⟩
    have h0 := congrFun h 0
    have h1 := congrFun h 1
    have h2 := congrFun h 2
    have h3 := congrFun h 3
    simp [quarterTurn, mulVec, dotProduct, Fin.sum_univ_four] at h0 h1 h2 h3
    obtain ⟨a0, a1⟩ := key (x 0) (x 1) (by linarith) (by linarith)
    obtain ⟨a2, a3⟩ := key (x 2) (x 3) (by linarith) (by linarith)
    funext i
    fin_cases i
    exacts [a0, a1, a2, a3]
  · show twoPlanes *ᵥ _ = _
    ext i
    fin_cases i <;> simp [twoPlanes, mulVec, dotProduct, Fin.sum_univ_four]
  · show twoPlanes *ᵥ _ = _
    ext i
    fin_cases i <;> simp [twoPlanes, mulVec, dotProduct, Fin.sum_univ_four]
```

## The three-atom ring in numbers

Take three atoms of unit mass on a ring, each with one displacement coordinate $x_0,x_1,x_2$, joined by unit springs. The model is a one-dimensional chain closed periodically, in which the extension of a spring is the difference of two neighbouring coordinates. The energy $\tfrac12\big[(x_0-x_1)^2+(x_1-x_2)^2+(x_2-x_0)^2\big]$ gives a matrix $K$ with $2$ on the diagonal and $-1$ elsewhere.

```lean
/-- Force constants of a ring of three equal atoms with unit springs. -/
def ring3 : Matrix (Fin 3) (Fin 3) ℝ := !![2, -1, -1; -1, 2, -1; -1, -1, 2]
```

The threefold rotation moves each displacement to the next atom, $R(x_0,x_1,x_2)=(x_2,x_0,x_1)$, and it commutes with $K$ because all atoms and springs are equal.

```lean
/-- The cyclic permutation of the three atoms. -/
def c3 : Matrix (Fin 3) (Fin 3) ℝ := !![0, 0, 1; 1, 0, 0; 0, 1, 0]
```

For $\theta=2\pi/3$ we have $\cos\theta=-\tfrac12$ and $\sin\theta=\tfrac{\sqrt3}{2}$. With $x=(1,-1,0)$,
$$Rx=(0,1,-1),\qquad R^2x=(-1,0,1),\qquad R^2x+x=(0,-1,1)=-Rx,$$
so $x\in S_{2\pi/3}$, and $Kx=(2+1,\,-1-2,\,-1+1)=(3,-3,0)=3x$. The normalised mode is $e_1=(1,-1,0)/\sqrt2$.

For $\mu=0$, rows $0$ and $1$ of $Kx=0$ read $2x_0-x_1-x_2=0$ and $-x_0+2x_1-x_2=0$. Their difference gives $x_1=x_0$, and then $x_2=x_0$. So $E_0$ is spanned by $(1,1,1)$, normalised $(1,1,1)/\sqrt3$, and has dimension one. This vector is fixed by $R$, and the level shows that commutation alone does not force evenness.

```lean
/-- The cyclic permutation commutes with the ring matrix, `(1, -1, 0)` is a mode for the
value 3 in the sector of angle `2π/3`, and the eigenspace for 0 has dimension one. -/
theorem ring_witness :
    ring3 * c3 = c3 * ring3 ∧ Real.sin (2 * Real.pi / 3) ≠ 0 ∧
      ![1, -1, 0] ∈ rotationSector c3 (2 * Real.pi / 3) ⊓ modes ring3 3 ∧
      finrank ℝ (modes ring3 0) = 1 := by
  have hθ : 2 * Real.pi / 3 = Real.pi - Real.pi / 3 := by ring
  refine ⟨?_, ?_, ⟨?_, ?_⟩, ?_⟩
  · ext i j
    fin_cases i <;> fin_cases j <;> simp [ring3, c3, Matrix.mul_apply, Fin.sum_univ_three]
  · rw [hθ, Real.sin_pi_sub, Real.sin_pi_div_three]
    positivity
  · have h1 : c3 *ᵥ ![1, -1, 0] = ![0, 1, -1] := by
      ext i
      fin_cases i <;> simp [c3, mulVec, dotProduct, Fin.sum_univ_three]
    have h2 : c3 *ᵥ ![0, 1, -1] = ![-1, 0, 1] := by
      ext i
      fin_cases i <;> simp [c3, mulVec, dotProduct, Fin.sum_univ_three]
    show c3 *ᵥ (c3 *ᵥ ![1, -1, 0]) + ![1, -1, 0]
      = (2 * Real.cos (2 * Real.pi / 3)) • (c3 *ᵥ ![1, -1, 0])
    rw [h1, h2, hθ, Real.cos_pi_sub, Real.cos_pi_div_three]
    ext i
    fin_cases i <;> simp
  · show ring3 *ᵥ _ = _
    ext i
    fin_cases i <;> simp [ring3, mulVec, dotProduct, Fin.sum_univ_three] <;> norm_num
  · -- the eigenspace for 0 is spanned by the uniform displacement
    have hspan : modes ring3 0 = Submodule.span ℝ {![1, 1, 1]} := by
      ext x
      rw [Submodule.mem_span_singleton]
      constructor
      · intro hx
        have h : ring3 *ᵥ x = (0 : ℝ) • x := hx
        have h0 := congrFun h 0
        have h1 := congrFun h 1
        simp [ring3, mulVec, dotProduct, Fin.sum_univ_three] at h0 h1
        have e1 : x 1 = x 0 := by linarith
        have e2 : x 2 = x 0 := by linarith
        refine ⟨x 0, ?_⟩
        ext i
        fin_cases i <;> simp [e1, e2]
      · rintro ⟨a, rfl⟩
        refine Submodule.smul_mem _ a ?_
        show ring3 *ᵥ _ = _
        ext i
        fin_cases i <;> simp [ring3, mulVec, dotProduct, Fin.sum_univ_three] <;> norm_num
    rw [hspan]
    refine finrank_span_singleton ?_
    intro h
    simpa using congrFun h 0

end

end EvenMultiplets
```

The facts `h1` and `h2` in the sector computation are the two images above, and rewriting $2\pi/3$ as $\pi-\pi/3$ supplies the sine and cosine. The identity `hspan` describes $E_0$ as a span, and `finrank_span_singleton` gives its dimension.

The remaining arithmetic is done by hand and is not formalised. The space $S_{2\pi/3}\cap E_3$ is nonzero, lies in $\mathbb{R}^3$ and has even dimension, so its dimension is two. Each component of $R^2x+Rx+x$ equals $x_0+x_1+x_2$, so the sector is the plane where this sum vanishes, and $K$ acts there as $3$, giving $\omega=\sqrt3$. With $e_2=(1,1,-2)/\sqrt6$, orthogonal to $e_1$, the overlaps are $e_1\cdot Re_1=-\tfrac12$, $e_2\cdot Re_1=\tfrac{\sqrt3}{2}$, $e_1\cdot Re_2=-\tfrac{\sqrt3}{2}$ and $e_2\cdot Re_2=-\tfrac12$, the entries of a rotation through $2\pi/3$.

```lean
#print axioms EvenMultiplets.even_multiplet
#print axioms EvenMultiplets.partner_mode
#print axioms EvenMultiplets.even_multiplet_rotationSector
```

```
'EvenMultiplets.even_multiplet' depends on axioms: [propext, Classical.choice, Quot.sound]
'EvenMultiplets.partner_mode' depends on axioms: [propext, Classical.choice, Quot.sound]
'EvenMultiplets.even_multiplet_rotationSector' depends on axioms: [propext, Classical.choice, Quot.sound]
```
